# Bounding a sum over omitted bands in GW by two missing moments and an energy gap

A GW calculation that sums over empty states often stops before its basis set is exhausted. One ingredient of the resulting error is a finite sum over the omitted states, which is bounded here for nonnegative weights and positive energy denominators. Each omitted state $n$ has a pair weight $a_n\ge 0$, not all of them zero, and a denominator $d_n\ge D>0$. The constant $D$ is a lower bound on the distance from the reference energy to the omitted levels. If bands are kept in order of energy, the highest kept level minus the reference energy will do, provided it is positive.

## The bracket

Define the omitted sum and its two moments by

$$T=\sum_n \frac{a_n}{d_n},\qquad R_0=\sum_n a_n,\qquad R_1=\sum_n a_n d_n .$$

Then $R_1>0$ and

$$\frac{R_0^2}{R_1}\;\le\; T\;\le\;\frac{R_0}{D}.$$

## Common-denominator corrections for missing bands

Some GW codes correct for missing bands by giving them all one effective denominator $\Delta$ and obtaining their total weight from completeness, which estimates $T$ as $R_0/\Delta$. For a single finite sum with nonnegative weights, the bracket says that the $\Delta$ reproducing $T$ exactly lies between $D$ and the weighted mean $R_1/R_0$.

Both moments can be computed without the omitted states. Let $H$ be a Hamiltonian on a finite-dimensional space, with an orthonormal basis of eigenstates $b_n$ and real energies $\varepsilon_n$, let $\varphi$ be a vector in that space, such as an occupied orbital times a plane wave after projection onto the basis set, and let $\omega$ be a real reference energy. Set $w_n=|\langle b_n|\varphi\rangle|^2$, and take $a_n=w_n$ and $d_n=\varepsilon_n-\omega$ for the omitted states. Then

$$R_0=\|\varphi\|^2-\sum_{n\in\text{kept}}w_n,$$

$$R_1=\langle\varphi|H|\varphi\rangle-\omega\|\varphi\|^2-\sum_{n\in\text{kept}}w_n(\varepsilon_n-\omega).$$

Here $\omega$ is not the frequency of the screened interaction. With a single plasmon energy $\tilde\omega$ and a quasiparticle energy $E$, it would be $E-\tilde\omega$. A code that writes its denominators as $\omega-\varepsilon_n$ computes $-T$, so the two bounds change sign and exchange roles.

## From a sum of squares to the bounds

For real $x$ and $y$, expanding the square gives

$$\sum_n\frac{a_n}{d_n}(x-y\,d_n)^2=x^2T-2xyR_0+y^2R_1 .$$

The left side is nonnegative. With $x=R_1$ and $y=R_0$, the right side becomes

$$R_1^2T-2R_1R_0^2+R_0^2R_1=R_1\,(R_1T-R_0^2).$$

Some $a_n$ is positive and every $d_n$ is positive, so $R_1>0$. Dividing by $R_1$ twice gives $R_0^2/R_1\le T$. For the upper bound, $d_n\ge D$ gives $a_n/d_n\le a_n/D$ for each $n$, and summation gives $T\le R_0/D$.

If all omitted weights are strictly positive, $R_0^2=R_1T$ forces every square to vanish, so $d_nR_0=R_1$ for every omitted $n$. Conversely, that condition gives $R_1T=\sum_n a_nR_1/d_n=\sum_n a_nR_0=R_0^2$. The lower bound is therefore exact when all omitted denominators coincide, and in particular for a single omitted state.

For the Hamiltonian version, expand $\varphi=\sum_n c_nb_n$ with $c_n=\langle b_n|\varphi\rangle$. Orthonormality gives $\|\varphi\|^2=\sum_n w_n$. Since $H\varphi=\sum_n c_n\varepsilon_nb_n$,

$$\langle\varphi|H|\varphi\rangle=\sum_n c_n^*c_n\varepsilon_n=\sum_n w_n\varepsilon_n .$$

Subtracting the kept terms leaves the omitted sums $R_0$ and $R_1$.

## Lean source for the bracket and the sum rules

```lean
import Mathlib

open Finset

namespace GWBandTruncation

noncomputable section

variable {ι : Type*}

/-- Zeroth moment `R0` of the pair weights `a` over the set `s` of omitted states. -/
def moment0 (s : Finset ι) (a : ι → ℝ) : ℝ := ∑ n ∈ s, a n

/-- First moment `R1`: the pair weights `a` times the energy denominators `d`, summed over `s`. -/
def moment1 (s : Finset ι) (a d : ι → ℝ) : ℝ := ∑ n ∈ s, a n * d n

/-- Contribution of the omitted states `s` to the spectral sum, for denominators `d` that
do not vanish on `s`. -/
def tail (s : Finset ι) (a d : ι → ℝ) : ℝ := ∑ n ∈ s, a n / d n

/-- For nonzero denominators, a quadratic form in the tail and the two moments is a
weighted sum of squares. -/
theorem tail_quadratic_identity (s : Finset ι) (a d : ι → ℝ) (hd : ∀ n ∈ s, d n ≠ 0)
    (x y : ℝ) :
    x ^ 2 * tail s a d - 2 * x * y * moment0 s a + y ^ 2 * moment1 s a d
      = ∑ n ∈ s, a n / d n * (x - y * d n) ^ 2 := by
  unfold tail moment0 moment1
  simp only [Finset.mul_sum]
  rw [← Finset.sum_sub_distrib, ← Finset.sum_add_distrib]
  refine Finset.sum_congr rfl fun n hn => ?_
  have e : a n / d n * d n = a n := div_mul_cancel₀ _ (hd n hn)
  generalize a n / d n = q at e ⊢
  linear_combination (2 * x * y - y ^ 2 * d n) * e

/-- For nonnegative weights, not all zero, and denominators at least `D > 0`, the first moment
is positive and the omitted contribution lies between `R0² / R1` and `R0 / D`. -/
theorem truncation_bracket (s : Finset ι) (a d : ι → ℝ) {D : ℝ} (hD : 0 < D)
    (hd : ∀ n ∈ s, D ≤ d n) (ha : ∀ n ∈ s, 0 ≤ a n) (hex : ∃ n ∈ s, 0 < a n) :
    0 < moment1 s a d ∧ moment0 s a ^ 2 / moment1 s a d ≤ tail s a d ∧
      tail s a d ≤ moment0 s a / D := by
  have hpos : ∀ n ∈ s, 0 < d n := fun n hn => lt_of_lt_of_le hD (hd n hn)
  have h1 : 0 < moment1 s a d := by
    obtain ⟨m, hm, ham⟩ := hex
    exact Finset.sum_pos' (fun n hn => mul_nonneg (ha n hn) (hpos n hn).le)
      ⟨m, hm, mul_pos ham (hpos m hm)⟩
  refine ⟨h1, ?_, ?_⟩
  · -- the sum of squares at x = R1, y = R0 is nonnegative
    have hid := tail_quadratic_identity s a d (fun n hn => (hpos n hn).ne')
      (moment1 s a d) (moment0 s a)
    have hsq : 0 ≤ ∑ n ∈ s, a n / d n * (moment1 s a d - moment0 s a * d n) ^ 2 :=
      Finset.sum_nonneg fun n hn =>
        mul_nonneg (div_nonneg (ha n hn) (hpos n hn).le) (sq_nonneg _)
    rw [div_le_iff₀ h1]
    refine le_of_mul_le_mul_left ?_ h1
    nlinarith [hid, hsq]
  · -- every denominator is at least D
    unfold tail moment0
    rw [Finset.sum_div]
    refine Finset.sum_le_sum fun n hn => ?_
    have h2 := ha n hn
    have h3 := hd n hn
    gcongr

/-- For positive weights and denominators, `R0² = R1 · tail` holds exactly when every omitted
denominator satisfies `d n · R0 = R1`. -/
theorem lower_bound_attained_iff (s : Finset ι) (a d : ι → ℝ)
    (ha : ∀ n ∈ s, 0 < a n) (hd : ∀ n ∈ s, 0 < d n) :
    moment0 s a ^ 2 = moment1 s a d * tail s a d ↔
      ∀ n ∈ s, d n * moment0 s a = moment1 s a d := by
  constructor
  · intro h n hn
    have hid := tail_quadratic_identity s a d (fun n hn => (hd n hn).ne')
      (moment1 s a d) (moment0 s a)
    have hz : ∑ n ∈ s, a n / d n * (moment1 s a d - moment0 s a * d n) ^ 2 = 0 := by
      rw [← hid]
      linear_combination (-moment1 s a d) * h
    -- a vanishing sum of nonnegative terms vanishes term by term
    have hn0 := (Finset.sum_eq_zero_iff_of_nonneg (fun m hm =>
      mul_nonneg (div_pos (ha m hm) (hd m hm)).le (sq_nonneg _))).mp hz n hn
    have hs := (mul_eq_zero.mp hn0).resolve_left (div_pos (ha n hn) (hd n hn)).ne'
    have hl := pow_eq_zero_iff (two_ne_zero) |>.mp hs
    linarith
  · intro h
    have ht : moment1 s a d * tail s a d = ∑ n ∈ s, a n * moment0 s a := by
      rw [tail, Finset.mul_sum]
      refine Finset.sum_congr rfl fun n hn => ?_
      have e : a n / d n * d n = a n := div_mul_cancel₀ _ (hd n hn).ne'
      rw [← h n hn]
      linear_combination moment0 s a * e
    rw [ht, ← Finset.sum_mul, sq]
    rfl

variable [Fintype ι] {E : Type*} [NormedAddCommGroup E] [InnerProductSpace ℂ E]

/-- Pair weight: squared overlap of the vector `φ` with the band state `b n`. -/
def weight (b : OrthonormalBasis ι ℂ E) (φ : E) (n : ι) : ℝ := ‖inner ℂ (b n) φ‖ ^ 2

/-- Missing zeroth moment: the squared norm of `φ` minus the weights of the kept states. -/
def missing0 (b : OrthonormalBasis ι ℂ E) (φ : E) (kept : Finset ι) : ℝ :=
  ‖φ‖ ^ 2 - ∑ n ∈ kept, weight b φ n

/-- Missing first moment: the real part of `⟨φ|H|φ⟩` minus `ω‖φ‖²`, less the sum over the kept
states of their weights times their energies `ε` relative to `ω`. -/
def missing1 (b : OrthonormalBasis ι ℂ E) (H : E →ₗ[ℂ] E) (ε : ι → ℝ) (φ : E) (ω : ℝ)
    (kept : Finset ι) : ℝ :=
  ((inner ℂ φ (H φ)).re - ω * ‖φ‖ ^ 2) - ∑ n ∈ kept, weight b φ n * (ε n - ω)

/-- Energy sum rule: if the basis states are eigenstates of `H` with real energies `ε`, the
weighted energies add up to the real part of `⟨φ|H|φ⟩`. -/
theorem energy_sum_rule (b : OrthonormalBasis ι ℂ E) (H : E →ₗ[ℂ] E) (ε : ι → ℝ)
    (hH : ∀ n, H (b n) = (ε n : ℂ) • b n) (φ : E) :
    ∑ n, weight b φ n * ε n = (inner ℂ φ (H φ)).re := by
  -- expand φ in the eigenbasis before H acts
  have h : H φ = ∑ n, inner ℂ (b n) φ • ((ε n : ℂ) • b n) := by
    conv_lhs => rw [← b.sum_repr' φ]
    simp only [map_sum, map_smul, hH]
  rw [h, inner_sum, Complex.re_sum]
  refine Finset.sum_congr rfl fun n _ => ?_
  rw [inner_smul_right, inner_smul_right, ← inner_conj_symm φ (b n), weight,
    Complex.sq_norm, Complex.normSq_apply]
  simp only [Complex.mul_re, Complex.mul_im, Complex.ofReal_re, Complex.ofReal_im,
    Complex.conj_re, Complex.conj_im]
  ring

/-- Let the basis states be eigenstates of `H` with real energies `ε`, those of the omitted states
at least `D > 0` above `ω`, and let `φ` overlap with an omitted state. Then the missing first moment
is positive and the two missing moments bracket the omitted part of the spectral sum. -/
theorem hamiltonian_truncation_bracket [DecidableEq ι] (b : OrthonormalBasis ι ℂ E)
    (H : E →ₗ[ℂ] E) (ε : ι → ℝ) (hH : ∀ n, H (b n) = (ε n : ℂ) • b n) (φ : E) (ω : ℝ)
    (kept : Finset ι) {D : ℝ} (hD : 0 < D) (hgap : ∀ n, n ∉ kept → D ≤ ε n - ω)
    (hex : ∃ n, n ∉ kept ∧ inner ℂ (b n) φ ≠ 0) :
    0 < missing1 b H ε φ ω kept ∧
      missing0 b φ kept ^ 2 / missing1 b H ε φ ω kept
        ≤ tail keptᶜ (weight b φ) (fun n => ε n - ω) ∧
      tail keptᶜ (weight b φ) (fun n => ε n - ω) ≤ missing0 b φ kept / D := by
  have hw : ∑ n, weight b φ n = ‖φ‖ ^ 2 := b.sum_sq_norm_inner_right φ
  -- completeness turns the missing moments into sums over omitted states
  have h0 : missing0 b φ kept = moment0 keptᶜ (weight b φ) := by
    have h := Finset.sum_add_sum_compl kept (weight b φ)
    unfold missing0 moment0
    linarith
  have h1 : missing1 b H ε φ ω kept = moment1 keptᶜ (weight b φ) (fun n => ε n - ω) := by
    have h : ∑ n ∈ kept, weight b φ n * (ε n - ω) + ∑ n ∈ keptᶜ, weight b φ n * (ε n - ω)
        = ∑ n, weight b φ n * (ε n - ω) := Finset.sum_add_sum_compl kept _
    have ht : ∑ n, weight b φ n * (ε n - ω)
        = (inner ℂ φ (H φ)).re - ω * ‖φ‖ ^ 2 := by
      simp only [mul_sub, Finset.sum_sub_distrib, ← Finset.sum_mul]
      rw [energy_sum_rule b H ε hH φ, hw]
      ring
    unfold missing1 moment1
    linarith
  rw [h0, h1]
  refine truncation_bracket _ _ _ hD (fun n hn => hgap n (Finset.mem_compl.mp hn))
    (fun n _ => sq_nonneg _) ?_
  obtain ⟨n, hn, hne⟩ := hex
  exact ⟨n, Finset.mem_compl.mpr hn, pow_pos (norm_pos_iff.mpr hne) 2⟩

/-- Three-level Hamiltonian that multiplies the components of a vector by 0, 1 and 2. -/
def ladder : EuclideanSpace ℂ (Fin 3) →ₗ[ℂ] EuclideanSpace ℂ (Fin 3) where
  toFun v := WithLp.toLp 2 (fun n => ((n.val : ℝ) : ℂ) * v n)
  map_add' v w := by ext n; simp [mul_add]
  map_smul' c v := by ext n; simp [mul_left_comm]

/-- The three-level Hamiltonian with the lowest state kept, `ω = 0`, `D = 1` and the vector
`(1, 1, 1)` meets the hypotheses of the Hamiltonian bracket. -/
theorem hamiltonian_truncation_bracket_witness :
    (∀ n : Fin 3, ladder (EuclideanSpace.basisFun (Fin 3) ℂ n)
      = ((n.val : ℝ) : ℂ) • EuclideanSpace.basisFun (Fin 3) ℂ n) ∧
    (∀ n : Fin 3, n ∉ ({0} : Finset (Fin 3)) → (1 : ℝ) ≤ (n.val : ℝ) - 0) ∧
    (∃ n : Fin 3, n ∉ ({0} : Finset (Fin 3)) ∧
      inner ℂ (EuclideanSpace.basisFun (Fin 3) ℂ n)
        (WithLp.toLp 2 (fun _ => (1 : ℂ)) : EuclideanSpace ℂ (Fin 3)) ≠ 0) := by
  refine ⟨fun n => ?_, fun n hn => ?_, 1, by decide, ?_⟩
  · ext i
    rcases eq_or_ne i n with rfl | h
    · simp [ladder]
    · simp [ladder, h]
  · have h1 : 1 ≤ n.val := Nat.one_le_iff_ne_zero.mpr
      fun h => hn (Finset.mem_singleton.mpr (Fin.ext h))
    have h2 : (1 : ℝ) ≤ (n.val : ℝ) := by exact_mod_cast h1
    linarith
  · simp [EuclideanSpace.basisFun_apply, EuclideanSpace.inner_single_left]

end

end GWBandTruncation
```

```lean
#print axioms GWBandTruncation.lower_bound_attained_iff
#print axioms GWBandTruncation.hamiltonian_truncation_bracket
```

```
'GWBandTruncation.lower_bound_attained_iff' depends on axioms: [propext, Classical.choice, Quot.sound]
'GWBandTruncation.hamiltonian_truncation_bracket' depends on axioms: [propext, Classical.choice, Quot.sound]
```

## What the theorems say about a truncated sum

`truncation_bracket` is the bound on a finite set `s` for any nonnegative weights, not all zero, and any denominators that are at least `D > 0`; `moment0`, `moment1` and `tail` are $R_0$, $R_1$ and $T$. `hamiltonian_truncation_bracket` is the physical version. There `kept` is the set of retained states, `keptᶜ` is the set of omitted ones, and `missing0` and `missing1` are the two differences displayed above. The hypothesis `hH` says that the basis diagonalises `H` with real energies, `hgap` places every omitted level at least `D` above `ω`, and `hex` says that `φ` overlaps with some omitted state. Kept levels may lie anywhere, and `φ` need not be normalised.

In the proof, `tail_quadratic_identity` merges the sums and checks the expansion term by term. `truncation_bracket` inserts $x=R_1$, $y=R_0$ and lets `nlinarith` combine the identity with the nonnegative sum; `gcongr` compares each denominator with `D`. `lower_bound_attained_iff` uses the fact that a vanishing sum of nonnegative terms vanishes termwise. `energy_sum_rule` expands `φ` before applying `H`, and `Finset.sum_add_sum_compl` then splits the full sums into kept and omitted parts.

The witness theorem checks the hypotheses for levels 0, 1 and 2 with the lowest one kept. For the normalised vector $(1,1,1)/\sqrt3$, with $\omega=0$ and $D=1$, one finds $R_0=2/3$ and $R_1=1$, and the bracket reads $4/9\le 1/2\le 2/3$.

The sign condition on the weights matters. Take $a=(3,-1)$, $d=(1,2)$ and $D=1$. Then $R_0=2$, $R_1=1$ and $T=5/2$, while the supposed bounds are $4$ from below and $2$ from above, so both fail. Positive moments and positive denominators are thus no substitute for nonnegative individual weights.

The step left to the user is the one from this single sum to a full self-energy, which combines many such sums with coefficients from the screened interaction and includes off-diagonal products that need not be positive. The state space is finite-dimensional, so completeness means completeness within the chosen basis set. The theorems also concern real numbers: when the omitted states carry little weight, a code obtains $R_0$ as a small difference of nearly equal quantities, the same can happen to $R_1$, and rounding can then spoil the computed bounds.
